# On a finite, nonempty set of sites, a one-body density matrix with all entries equal and positive has condensate fraction one

Take a finite, nonempty set of sites and a one-body density matrix whose entries, diagonal and off-diagonal alike, all equal the same real number n > 0. The lemma says that its condensate fraction, defined as the supremum of its real eigenvalues divided by the real part of its trace, is exactly one. It is a statement about this matrix alone; no Hamiltonian or many-body state enters. The proof bounds every real eigenvalue by the row sum, the number of sites times n, and shows that the uniform orbital attains this value (it is taken as 1 on every site, unnormalised; normalised, it would be one over the square root of the number of sites). The trace has the same value, so the quotient is one.

This version doesn't compile in Lean 4 with Mathlib:

```lean
import Mathlib

open Filter Topology Matrix

namespace AlgebraicOrderNoCondensate

noncomputable section

variable {ι : Type*} [Fintype ι]

/-- The real number `μ` is an eigenvalue of `A`: some nonzero orbital `v` has `A v = μ v`. -/
def IsEigenvalue (A : Matrix ι ι ℂ) (μ : ℝ) : Prop :=
  ∃ v : ι → ℂ, v ≠ 0 ∧ A *ᵥ v = (μ : ℂ) • v

/-- Largest eigenvalue (supremum of the real eigenvalues) of a Hermitian one-body density
matrix divided by its trace, for nonzero trace. -/
def condensateFraction (A : Matrix ι ι ℂ) : ℝ :=
  sSup {μ : ℝ | IsEigenvalue A μ} / A.trace.re

/-- A real eigenvalue is at most any common bound on the absolute row sums. -/
theorem eigenvalue_le_rowSum (A : Matrix ι ι ℂ) (B : ℝ)
    (hB : ∀ x, ∑ y, ‖A x y‖ ≤ B) {μ : ℝ} (hμ : IsEigenvalue A μ) : μ ≤ B := by
  obtain ⟨v, hv, h⟩ := hμ
  obtain ⟨i, hi⟩ := Function.ne_iff.mp hv
  have : Nonempty ι := ⟨i⟩
  -- look at the site where the orbital is largest
  obtain ⟨x, hx⟩ := Finite.exists_max (fun x => ‖v x‖)
  have hpos : 0 < ‖v x‖ := (norm_pos_iff.mpr hi).trans_le (hx i)
  have e : ∑ y, A x y * v y = (μ : ℂ) * v x := congrFun h x
  refine le_of_mul_le_mul_right ?_ hpos
  calc μ * ‖v x‖ ≤ |μ| * ‖v x‖ := mul_le_mul_of_nonneg_right (le_abs_self μ) hpos.le
    _ = ‖∑ y, A x y * v y‖ := by rw [e, norm_mul, Complex.norm_real, Real.norm_eq_abs]
    _ ≤ ∑ y, ‖A x y‖ * ‖v x‖ := (norm_sum_le _ _).trans (Finset.sum_le_sum fun y _ => by
        rw [norm_mul]
        exact mul_le_mul_of_nonneg_left (hx y) (norm_nonneg _))
    _ = (∑ y, ‖A x y‖) * ‖v x‖ := by rw [Finset.sum_mul]
    _ ≤ B * ‖v x‖ := mul_le_mul_of_nonneg_right (hB x) hpos.le

/-- On a nonempty finite set of sites, the matrix with all entries equal to `n > 0` has condensate
fraction one. -/
theorem condensateFraction_constant [Nonempty ι] {n : ℝ} (hn : 0 < n) :
    condensateFraction (Matrix.of fun _ _ : ι => (n : ℂ)) = 1 := by
  have hcard : (0 : ℝ) < Fintype.card ι := Nat.cast_pos.mpr Fintype.card_pos
  have hup := fun ν => eigenvalue_le_rowSum (μ := ν) (Matrix.of fun _ _ : ι => (n : ℂ))
    (Fintype.card ι * n) (fun x => by simp [abs_of_pos hn])
  -- the uniform orbital is an eigenvector
  have hev : IsEigenvalue (Matrix.of fun _ _ : ι => (n : ℂ)) (Fintype.card ι * n) := by
    refine ⟨fun _ => 1, fun h =>
      one_ne_zero (α := ℂ) (congrFun h (Classical.arbitrary ι)), ?_⟩
    ext x
    simp [Matrix.mulVec, dotProduct]
  have ht : (Matrix.of fun _ _ : ι => (n : ℂ)).trace.re = Fintype.card ι * n := by
    rw [Matrix.trace, Complex.re_sum]
    simp [Matrix.diag]
  rw [condensateFraction, ht, le_antisymm (csSup_le ⟨_, hev⟩ hup) (le_csSup ⟨_, hup⟩ hev)]
  exact div_self (mul_pos hcard hn).ne'

end

end AlgebraicOrderNoCondensate
```

Lean reports:

```
Main.lean:55:61: error: Application type mismatch: The argument
  hup
has type
  ∀ (ν : ℝ), IsEigenvalue (of fun x x_1 => ↑n) ν → ν ≤ ↑(Fintype.card ι) * n
but is expected to have type
  ∀ b ∈ _root_.Exists, b ≤ ?m.129
in the application
  csSup_le (Exists.intro (fun v => v ≠ 0 ∧ (of fun x x_1 => ↑n) *ᵥ v = ↑(↑(Fintype.card ι) * n) • v) hev) hup
Main.lean:55:80: error: Application type mismatch: The argument
  hup
has type
  ∀ (ν : ℝ), IsEigenvalue (of fun x x_1 => ↑n) ν → ν ≤ ↑(Fintype.card ι) * n
but is expected to have type
  ?m.140 ∈ upperBounds _root_.Exists
in the application
  Exists.intro ?m.140 hup
Main.lean:42:65: error: unsolved goals
ι : Type u_1
inst✝¹ : Fintype ι
inst✝ : Nonempty ι
n : ℝ
hn : 0 < n
hcard : 0 < ↑(Fintype.card ι)
hup : ∀ (ν : ℝ), IsEigenvalue (of fun x x_1 => ↑n) ν → ν ≤ ↑(Fintype.card ι) * n
hev : IsEigenvalue (of fun x x_1 => ↑n) (↑(Fintype.card ι) * n)
ht : (of fun x x_1 => ↑n).trace.re = ↑(Fintype.card ι) * n
⊢ sSup {μ | IsEigenvalue (of fun x x_1 => ↑n) μ} / (↑(Fintype.card ι) * n) = 1
```

What went wrong. The first two messages say that `hup`, a bound on real eigenvalues, was offered where a bound on the members of `Exists` was wanted. Inside `rw`, the `le_antisymm` term came with no stated equation, so nothing told Lean which set the supremum was over. Lean had to infer the set from `⟨_, hev⟩`. But `IsEigenvalue` is by definition an existence statement, and Lean unfolded it, taking `Exists` itself as the set and the predicate on orbitals `v` as its member. The intended member was the real number `Fintype.card ι * n`. With that choice `hup` could fit neither `csSup_le` nor `le_csSup`.

The third message follows from this: it shows the goal with `condensateFraction` and `ht` rewritten but the supremum still in place.

The repair states the equation first, as `hs`, with the set of real eigenvalues written out. The same `le_antisymm` term then proves it, because the set is known before `hev` and `hup` are checked. Rewriting with `hs` leaves a nonzero number divided by itself, which the unchanged last line settles.

Fix (accepted with no message):

```diff
@@ -53,5 +53,8 @@
     rw [Matrix.trace, Complex.re_sum]
     simp [Matrix.diag]
-  rw [condensateFraction, ht, le_antisymm (csSup_le ⟨_, hev⟩ hup) (le_csSup ⟨_, hup⟩ hev)]
+  have hs : sSup {μ : ℝ | IsEigenvalue (Matrix.of fun _ _ : ι => (n : ℂ)) μ}
+      = Fintype.card ι * n :=
+    le_antisymm (csSup_le ⟨_, hev⟩ hup) (le_csSup ⟨_, hup⟩ hev)
+  rw [condensateFraction, ht, hs]
   exact div_self (mul_pos hcard hn).ne'
 
```
